# The energy of a single determinant: occupied one-body terms plus half the direct-minus-exchange sum

**Q:** Which objects and index conventions are in play?

**A:** The indices i, j, k, l label a finite set of spin orbitals, the type `ι`, which we read as orthonormal. The arrays h(i,k) and V(ij,kl) hold complex one-body and two-body integrals. In V, particle 1 goes with i and k, particle 2 with j and l. The one-particle density matrix is g(i,k) = ⟨a_i† a_k⟩, so it multiplies h(i,k) without a transpose.

```lean
import Mathlib

open Finset

namespace DeterminantEnergy

noncomputable section

variable {ι : Type*} [Fintype ι]
```

**Q:** And the pair density?

**A:** It is the antisymmetrised product

D0(ij,kl) = g(i,k) g(j,l) − g(i,l) g(j,k).

```lean
/-- The antisymmetrised product `D0(ij,kl) = g(i,k) g(j,l) - g(i,l) g(j,k)`. -/
def pairDensity (g : Matrix ι ι ℂ) (i j k l : ι) : ℂ :=
  g i k * g j l - g i l * g j k
```

The energy functional is then

E(g) = Σ h(i,k) g(i,k) + ½ Σ V(ij,kl) D0(ij,kl).

```lean
/-- The energy functional of a one-particle density matrix `g`, with one-body integrals `h`,
two-body integrals `V` and the pair density built from `g`. -/
def energy (h : Matrix ι ι ℂ) (V : ι → ι → ι → ι → ℂ) (g : Matrix ι ι ℂ) : ℂ :=
  ∑ i, ∑ k, h i k * g i k
    + (1 / 2) * ∑ i, ∑ j, ∑ k, ∑ l, V i j k l * pairDensity g i j k l
```

**Q:** No wavefunction appears. Where is the determinant?

**A:** It enters through its density matrix. `occ S` is diagonal, with 1 on the occupied set S and 0 elsewhere. That the Slater determinant of the orbitals in S has this g, and D0 as its pair density, is the physical input behind the definitions; the file does not derive it from a Fock space. For other g, E(g) is still defined, but it need not be the energy of any state.

The Fock matrix adds the mean field of g to h:

F(i,k) = h(i,k) + Σ_{j,l} [V(ij,kl) − V(ij,lk)] g(j,l).

```lean
/-- The Fock matrix: the one-body integrals plus the direct minus the exchange field of `g`. -/
def fock (h : Matrix ι ι ℂ) (V : ι → ι → ι → ι → ℂ) (g : Matrix ι ι ℂ) (i k : ι) : ℂ :=
  h i k + ∑ j, ∑ l, (V i j k l - V i j l k) * g j l

/-- The density matrix of a determinant: diagonal, one on the occupied set `S`, zero elsewhere. -/
def occ [DecidableEq ι] (S : Finset ι) : Matrix ι ι ℂ :=
  Matrix.diagonal fun i => if i ∈ S then 1 else 0
```

**Q:** Is V restricted at all?

**A:** Not for the determinant formula. The results on energy changes assume V(ij,kl) = V(ji,lk), the hypothesis `hV`: relabelling two identical particles leaves their interaction unchanged. A grid model with arbitrary complex orbitals supplies an example. Its repulsion is 1/(1 + u²) at distance u, a simple model choice. Despite the Lean name `softCoulomb`, this is not the usual soft-Coulomb form 1/√(1 + u²): it falls off as 1/u², not as 1/u.

```lean
/-- Two-body integrals on a finite grid with positions `r`, for orbitals `φ` and the model repulsion
`1 / (1 + (r x - r y)²)`. -/
def softCoulomb {X : Type*} [Fintype X] (φ : ι → X → ℂ) (r : X → ℝ) (i j k l : ι) : ℂ :=
  ∑ x, ∑ y, star (φ i x) * star (φ j y) * φ k x * φ l y / (1 + ((r x : ℂ) - r y) ^ 2)
```

The proof swaps the two grid sums and uses that the squared distance is unchanged when the two grid points are exchanged.

```lean
omit [Fintype ι] in
/-- The grid integrals `softCoulomb` are unchanged when the two particles are relabelled. -/
theorem exchange_symmetry_witness {X : Type*} [Fintype X] (φ : ι → X → ℂ) (r : X → ℝ)
    (i j k l : ι) : softCoulomb φ r i j k l = softCoulomb φ r j i l k := by
  unfold softCoulomb
  rw [Finset.sum_comm]
  refine sum_congr rfl fun x _ => sum_congr rfl fun y _ => ?_
  have e : ((r y : ℂ) - r x) ^ 2 = ((r x : ℂ) - r y) ^ 2 := by ring
  rw [e]
  ring
```

**Q:** What does the symmetry buy?

**A:** An exact expansion about any g. Replacing g by g + d in D0 gives D0 of g, D0 of d and two cross terms:

g(i,k) d(j,l) − g(i,l) d(j,k)

d(i,k) g(j,l) − d(i,l) g(j,k).

Contract both with V. Swapping i with j and k with l turns the first sum into the second, by the symmetry, so the factor ½ leaves one copy. Renaming k and l in its exchange part gives

Σ d(i,k) g(j,l) [V(ij,kl) − V(ij,lk)],

which is the two-body part of F contracted with d. Hence

E(g + d) = E(g) + Σ F(i,k) d(i,k) + ½ Σ V(ij,kl) [d(i,k) d(j,l) − d(i,l) d(j,k)].

In the Lean proof, `cross` is the relabelling, `fk` identifies the Fock contraction, and `one` and `two` expand the one-body and two-body sums.

```lean
/-- For a particle-symmetric interaction, the energy change under `g → g + d` is exactly the
Fock matrix contracted with `d` plus the pair interaction energy of `d` alone. -/
theorem energy_add (h : Matrix ι ι ℂ) (V : ι → ι → ι → ι → ℂ)
    (hV : ∀ i j k l, V i j k l = V j i l k) (g d : Matrix ι ι ℂ) :
    energy h V (g + d) = energy h V g + ∑ i, ∑ k, fock h V g i k * d i k
      + (1 / 2) * ∑ i, ∑ j, ∑ k, ∑ l, V i j k l * pairDensity d i j k l := by
  -- relabelling the two particles identifies the two cross terms
  have cross : ∑ i, ∑ j, ∑ k, ∑ l, V i j k l * (g i k * d j l - g i l * d j k)
      = ∑ i, ∑ j, ∑ k, ∑ l, V i j k l * (d i k * g j l - d i l * g j k) := by
    refine Finset.sum_comm.trans (sum_congr rfl fun i _ => sum_congr rfl fun j _ =>
      Finset.sum_comm.trans (sum_congr rfl fun k _ => sum_congr rfl fun l _ => ?_))
    rw [hV j i l k]
    ring
  -- the Fock contraction is the one-body term plus one cross term
  have fk : ∑ i, ∑ k, fock h V g i k * d i k = ∑ i, ∑ k, h i k * d i k
      + ∑ i, ∑ j, ∑ k, ∑ l, V i j k l * (d i k * g j l - d i l * g j k) := by
    simp only [fock, add_mul, sum_add_distrib, sum_mul]
    congr 1
    refine sum_congr rfl fun i _ => Finset.sum_comm.trans (sum_congr rfl fun j _ => ?_)
    simp only [sub_mul, mul_sub, sum_sub_distrib]
    congr 1
    · exact sum_congr rfl fun k _ => sum_congr rfl fun l _ => by ring
    · exact Finset.sum_comm.trans
        (sum_congr rfl fun k _ => sum_congr rfl fun l _ => by ring)
  have one : ∑ i, ∑ k, h i k * (g + d) i k
      = ∑ i, ∑ k, h i k * g i k + ∑ i, ∑ k, h i k * d i k := by
    simp only [Matrix.add_apply, mul_add, sum_add_distrib]
  have two : ∑ i, ∑ j, ∑ k, ∑ l, V i j k l * pairDensity (g + d) i j k l
      = ∑ i, ∑ j, ∑ k, ∑ l, V i j k l * pairDensity g i j k l
        + ∑ i, ∑ j, ∑ k, ∑ l, V i j k l * (g i k * d j l - g i l * d j k)
        + ∑ i, ∑ j, ∑ k, ∑ l, V i j k l * (d i k * g j l - d i l * g j k)
        + ∑ i, ∑ j, ∑ k, ∑ l, V i j k l * pairDensity d i j k l := by
    simp only [← sum_add_distrib]
    refine sum_congr rfl fun i _ => sum_congr rfl fun j _ =>
      sum_congr rfl fun k _ => sum_congr rfl fun l _ => ?_
    simp only [pairDensity, Matrix.add_apply]
    ring
  unfold energy
  rw [one, two, cross, fk]
  ring
```

**Q:** Now the determinant itself. How do four sums become two?

**A:** Start with arbitrary diagonal occupations, g(i,k) = f_i δ_ik. The one-body part becomes Σ f_i h(i,i). In the two-body part,

D0(ij,kl) = f_i f_j (δ_ik δ_jl − δ_il δ_jk),

and summing over k and l leaves

f_i f_j [V(ij,ij) − V(ij,ji)].

The device that does this in Lean is `Finset.sum_eq_single`. It replaces a finite sum by one chosen term, provided that every other term is zero and that the chosen term is zero if its index lies outside the set. The off-diagonal zeros settle the first condition; the second is vacuous because the sum runs over all orbitals. Applied once for k and once for l, it is the Kronecker-delta contraction.

```lean
variable [DecidableEq ι]

/-- Contracting a two-index array `W` with rows `i` and `j` of one diagonal matrix leaves the single
element `W i j`, multiplied by the diagonal entries `f i` and `f j`. -/
theorem sum_diagonal_pair (f : ι → ℂ) (W : ι → ι → ℂ) (i j : ι) :
    ∑ k, ∑ l, W k l * (Matrix.diagonal f i k * Matrix.diagonal f j l)
      = f i * f j * W i j := by
  rw [Finset.sum_eq_single i]
  · rw [Finset.sum_eq_single j]
    · simp only [Matrix.diagonal_apply_eq]
      ring
    · intro l _ hl
      rw [Matrix.diagonal_apply_ne _ (Ne.symm hl)]
      ring
    · intro hj
      exact absurd (Finset.mem_univ _) hj
  · intro k _ hk
    refine Finset.sum_eq_zero fun l _ => ?_
    rw [Matrix.diagonal_apply_ne _ (Ne.symm hk)]
    ring
  · intro hi
    exact absurd (Finset.mem_univ _) hi
```

The next proof uses that lemma twice, with i and j exchanged for the exchange term.

```lean
/-- The energy functional for a diagonal density matrix with arbitrary occupations `f`. -/
theorem energy_diagonal (h : Matrix ι ι ℂ) (V : ι → ι → ι → ι → ℂ) (f : ι → ℂ) :
    energy h V (Matrix.diagonal f) = ∑ i, f i * h i i
      + (1 / 2) * ∑ i, f i * ∑ j, f j * (V i j i j - V i j j i) := by
  unfold energy
  congr 1
  · refine sum_congr rfl fun i _ => ?_
    simp only [Matrix.diagonal_apply, mul_ite, mul_zero, sum_ite_eq, mem_univ, if_true]
    ring
  · congr 1
    refine sum_congr rfl fun i _ => ?_
    rw [mul_sum]
    refine sum_congr rfl fun j _ => ?_
    -- the direct term selects (k,l) = (i,j), the exchange term (k,l) = (j,i)
    have e : ∀ k l, V i j k l * pairDensity (Matrix.diagonal f) i j k l
        = V i j k l * (Matrix.diagonal f i k * Matrix.diagonal f j l)
          - V i j k l * (Matrix.diagonal f j k * Matrix.diagonal f i l) := by
      intro k l
      unfold pairDensity
      ring
    simp only [e, sum_sub_distrib]
    rw [sum_diagonal_pair f (V i j) i j, sum_diagonal_pair f (V i j) j i]
    ring
```

Setting f_i = 1 on S and 0 elsewhere restricts the sums to S:

E = Σ_{i∈S} h(i,i) + ½ Σ_{i,j∈S} [V(ij,ij) − V(ij,ji)].

```lean
/-- The energy of a determinant is the sum of its occupied one-body integrals plus half the sum of
direct minus exchange integrals over ordered pairs of occupied orbitals. -/
theorem energy_determinant (h : Matrix ι ι ℂ) (V : ι → ι → ι → ι → ℂ) (S : Finset ι) :
    energy h V (occ S) = ∑ i ∈ S, h i i
      + (1 / 2) * ∑ i ∈ S, ∑ j ∈ S, (V i j i j - V i j j i) := by
  unfold occ
  rw [energy_diagonal]
  simp only [ite_mul, one_mul, zero_mul, sum_ite_mem, univ_inter]
```

**Q:** The double sum includes i = j. Does an electron repel itself?

**A:** No. At i = j the bracket is V(ii,ii) − V(ii,ii) = 0. With S = {a} the energy is just h(a,a), and with S empty it is 0. The ½ compensates for counting each pair in both orders.

**Q:** How does this connect to orbital energies?

**A:** The same contraction gives the diagonal Fock elements:

F_S(a,a) = h(a,a) + Σ_{j∈S} [V(aj,aj) − V(aj,ja)].

```lean
/-- A diagonal Fock element for a determinant is the one-body integral plus the direct minus
exchange integrals with every occupied orbital. -/
theorem fock_determinant (h : Matrix ι ι ℂ) (V : ι → ι → ι → ι → ℂ) (S : Finset ι) (a : ι) :
    fock h V (occ S) a a = h a a + ∑ j ∈ S, (V a j a j - V a j j a) := by
  simp only [fock, occ, Matrix.diagonal_apply, mul_ite, mul_one, mul_zero, sum_ite_eq,
    mem_univ, if_true, sum_ite_mem, univ_inter]
```

Now add an electron in an empty orbital a, keeping all orbitals fixed. The energy gains h(a,a) and two half-sums, one with a in the first position and one with a in the second. The symmetry makes them equal, the a,a term vanishes, and the total is F_S(a,a). In Lean, `sym` equates the half-sums.

```lean
/-- Adding an electron in an empty orbital `a`, with all orbitals frozen, changes the energy by
the diagonal Fock element of `a`. -/
theorem energy_attach (h : Matrix ι ι ℂ) (V : ι → ι → ι → ι → ℂ)
    (hV : ∀ i j k l, V i j k l = V j i l k) {S : Finset ι} {a : ι} (ha : a ∉ S) :
    energy h V (occ (insert a S)) - energy h V (occ S) = fock h V (occ S) a a := by
  have sym : ∑ i ∈ S, (V i a i a - V i a a i) = ∑ j ∈ S, (V a j a j - V a j j a) :=
    sum_congr rfl fun i _ => by rw [hV i a i a, hV i a a i]
  rw [energy_determinant, energy_determinant, fock_determinant]
  simp only [sum_insert ha, sum_add_distrib]
  rw [sym]
  ring
```

**Q:** So removal gives Koopmans' theorem?

**A:** It gives the frozen-orbital energy identity. Adding a back to S∖{a} costs F_{S∖{a}}(a,a), which equals F_S(a,a) because the self-term is zero. Removal therefore costs −F_S(a,a). This holds for any orbitals in the model; F_S(a,a) is an orbital energy in the Hartree–Fock sense only when orbital a is an eigenvector of the Fock matrix. Orbital relaxation and correlation are absent.

```lean
/-- Removing an electron from an occupied orbital `a`, with all orbitals frozen, costs minus the
diagonal Fock element of `a` in the original determinant. -/
theorem koopmans (h : Matrix ι ι ℂ) (V : ι → ι → ι → ι → ℂ)
    (hV : ∀ i j k l, V i j k l = V j i l k) {S : Finset ι} {a : ι} (ha : a ∈ S) :
    energy h V (occ (S.erase a)) - energy h V (occ S) = -fock h V (occ S) a a := by
  have key := energy_attach h V hV (S := S.erase a) (a := a) (by simp)
  rw [insert_erase ha, fock_determinant] at key
  -- the self-interaction of `a` cancels between direct and exchange terms
  have self := add_sum_erase S (fun j => V a j a j - V a j j a) ha
  rw [fock_determinant]
  linear_combination -key - self
```

**Q:** Then is an excitation energy a difference of Fock elements?

**A:** Not quite. Let T be the common core. Two additions to T give the energy difference F_T(b,b) − F_T(a,a). The Fock matrix of the initial determinant T ∪ {a} also contains the field of a, which b feels and a does not:

F_{T∪{a}}(b,b) = F_T(b,b) + V(ba,ba) − V(ba,ab).

Removing that extra field gives

ΔE = F_{T∪{a}}(b,b) − F_{T∪{a}}(a,a) − V(ba,ba) + V(ba,ab).

`linear_combination` subtracts the two addition identities. For a = b both sides are zero.

```lean
/-- Promoting an electron from `a` to `b` above a common core `T` costs the difference of the
diagonal Fock elements of the initial determinant, minus the direct plus the exchange integral
between `b` and `a`. -/
theorem energy_promote (h : Matrix ι ι ℂ) (V : ι → ι → ι → ι → ℂ)
    (hV : ∀ i j k l, V i j k l = V j i l k) {T : Finset ι} {a b : ι}
    (ha : a ∉ T) (hb : b ∉ T) :
    energy h V (occ (insert b T)) - energy h V (occ (insert a T))
      = fock h V (occ (insert a T)) b b - fock h V (occ (insert a T)) a a
        - V b a b a + V b a a b := by
  have h1 := energy_attach h V hV ha
  have h2 := energy_attach h V hV hb
  rw [fock_determinant] at h1 h2
  simp only [fock_determinant, sum_insert ha]
  linear_combination h2 - h1

end

end DeterminantEnergy
```

**Q:** Where would I meet these formulas?

**A:** In Hartree–Fock calculations, where they give the energy of one determinant in a finite orbital basis and frozen-orbital estimates of ionisation, attachment and excitation energies.

```lean
#print axioms DeterminantEnergy.energy_add
#print axioms DeterminantEnergy.energy_determinant
#print axioms DeterminantEnergy.koopmans
#print axioms DeterminantEnergy.energy_promote
```

```
'DeterminantEnergy.energy_add' depends on axioms: [propext, Classical.choice, Quot.sound]
'DeterminantEnergy.energy_determinant' depends on axioms: [propext, Classical.choice, Quot.sound]
'DeterminantEnergy.koopmans' depends on axioms: [propext, Classical.choice, Quot.sound]
'DeterminantEnergy.energy_promote' depends on axioms: [propext, Classical.choice, Quot.sound]
```
